# At positive temperature, the one-body matrix of free lattice fermions fixes their nonlocal potential

At zero temperature a one-body matrix does not tell us which Hamiltonian produced it. Take one lattice site whose level lies at energy $-1$ or at energy $-2$, measured from the chemical potential. The site is filled in both cases, the one-body matrix is $\gamma=1$ in both cases, and the potential cannot be recovered. For free fermions on a finite lattice this ambiguity disappears at every temperature $T>0$: if $T$ and the hopping matrix are given and energies are again measured from the chemical potential, at most one Hermitian potential gives a known $\gamma$. If the potential may be any Hermitian matrix, one also exists for every Hermitian $\gamma$ whose eigenvalues lie strictly between 0 and 1.

## Every strictly fractional $\gamma$ has one Hamiltonian

Let $L$ be a finite set of sites and $h$ a Hermitian matrix indexed by $L$. Here $h$ includes the chemical potential: it is what textbooks often write as $h-\mu$. Temperature is measured in energy units. The thermal one-body matrix is

$$\gamma=(1+e^{h/T})^{-1}.$$

The claim is that $h\mapsto\gamma$ is a bijection from the Hermitian matrices onto the matrices for which $\gamma$ and $1-\gamma$ are both positive definite. It follows that, for a fixed Hermitian hopping matrix $t$, each such $\gamma$ belongs to $t+v$ for exactly one Hermitian $v$.

**Levels become occupations.** Write $h=U\,\mathrm{diag}(Tx_i)\,U^\dagger$ with $U$ unitary and $x_i$ real. Then $e^{h/T}=U\,\mathrm{diag}(e^{x_i})\,U^\dagger$. Since $1=UU^\dagger$,

$$1+e^{h/T}=U\,\mathrm{diag}(1+e^{x_i})\,U^\dagger,\qquad \gamma=U\,\mathrm{diag}(f(x_i))\,U^\dagger,\qquad f(x)=\frac{1}{1+e^x}.$$

**The image lies in the target set.** For $\gamma=U\,\mathrm{diag}(n_i)\,U^\dagger$ and a vector $\psi$, put $c=U^\dagger\psi$. Then $\psi^\dagger\gamma\psi=\sum_i n_i|c_i|^2$, which is positive for all $\psi\neq0$ exactly when every $n_i>0$. The matrix $1-\gamma$ has the same orbitals with levels $1-n_i$. Both matrices are therefore positive definite exactly when $0<n_i<1$ for all $i$, and $f(x_i)$ satisfies this.

**Different Hamiltonians give different matrices.** Suppose that $h=U\,\mathrm{diag}(Tx_i)\,U^\dagger$ and $k=V\,\mathrm{diag}(Ty_j)\,V^\dagger$ have the same $\gamma$. Let $S=U^\dagger V$ be the overlap matrix of the two orbital sets. Multiplying the two forms of $\gamma$ by $U^\dagger$ on the left and $V$ on the right gives

$$f(x_i)\,S_{ij}=S_{ij}\,f(y_j).$$

Where $S_{ij}\neq0$, the occupations agree, and so $x_i=y_j$ because $f$ is strictly decreasing. Hence $Tx_i\,S_{ij}=S_{ij}\,Ty_j$ for all $i,j$. Multiplying by $U$ on the left and $V^\dagger$ on the right gives $h=k$. Degenerate levels need no separate treatment.

**Every target matrix is reached.** Let $\gamma=U\,\mathrm{diag}(n_i)\,U^\dagger$ with $0<n_i<1$, and choose $x_i=\log\frac{1-n_i}{n_i}$. Then $1+e^{x_i}=1/n_i$, so $f(x_i)=n_i$. With $h=U\,\mathrm{diag}(Tx_i)\,U^\dagger$, the potential is $v=h-t$.

## Recovering the potential of a two-site $\gamma$

In a calculation one diagonalises $\gamma$, converts its occupations to energies, rebuilds $h$ and subtracts $t$. For example,

$$\gamma=\begin{pmatrix}1/2&1/4\\1/4&1/2\end{pmatrix}$$

has occupation $3/4$ in $(1,1)/\sqrt2$ and $1/4$ in $(1,-1)/\sqrt2$. The energies are $-T\log3$ and $T\log3$, so

$$h=-T\log3\begin{pmatrix}0&1\\1&0\end{pmatrix}.$$

If the hopping matrix has off-diagonal entries $-\tau$ and zero diagonal, then $v$ has off-diagonal entries $\tau-T\log3$ and zero diagonal. This potential generally connects different sites, which is the meaning of "nonlocal". In finite-temperature one-body density-matrix functional theory, the result supplies a unique non-interacting reference Hamiltonian for each such $\gamma$ on a finite lattice.

Uniqueness fails if $h$ may be an arbitrary complex matrix. On one site, $h=0$ and $h=2\pi iT$ both give $\gamma=1/2$.

## Matrices, orbitals and occupations in Lean

The type `L` labels the sites, or any other finite orthonormal one-particle basis. The notation `diagR(e)` is the complex diagonal matrix with real entries `e i`.

```lean
import Mathlib

open Matrix
open scoped ComplexOrder

namespace ThermalOneBodyMatrices

noncomputable section

variable {L : Type*} [Fintype L] [DecidableEq L]

local notation "diagR(" e ")" => Matrix.diagonal (fun i => Complex.ofReal (e i))
```

The Fermi map is defined with the matrix exponential and the matrix inverse. Its identification with the grand-canonical expectation values $\gamma_{ij}=\langle c_j^\dagger c_i\rangle$ of free fermions, where $c_i$ annihilates a particle on site $i$, is the physical input that the definition takes over.

```lean
/-- The thermal one-body matrix `(1 + exp (h / T))⁻¹` of free fermions with Hermitian one-particle
Hamiltonian `h` at temperature `T > 0`; the chemical potential is absorbed in `h`. -/
def fermiDirac (T : ℝ) (h : Matrix L L ℂ) : Matrix L L ℂ :=
  (1 + NormedSpace.exp (((T⁻¹ : ℝ) : ℂ) • h))⁻¹
```

The target set requires two positive definite matrices. In Mathlib, `PosDef` includes being Hermitian.

```lean
/-- The matrices `γ` for which `γ` and `1 - γ` are both (Hermitian and) positive definite. -/
def thermalMatrices (L : Type*) [Fintype L] [DecidableEq L] : Set (Matrix L L ℂ) :=
  {γ | γ.PosDef ∧ (1 - γ).PosDef}
```

The next definition assembles a matrix from orbitals and levels. Orthonormality is not built in; the lemmas assume it as `Uᴴ * U = 1`. For square matrices this also gives $UU^\dagger=1$, which the proofs obtain from `mul_eq_one_comm`.

```lean
/-- The matrix `U diag(e) U†`, built from orbitals (the columns of `U`) and real levels `e`. -/
def ofOrbitals (U : Matrix L L ℂ) (e : L → ℝ) : Matrix L L ℂ :=
  U * diagR(e) * Uᴴ
```

The function $f$ of the derivation is called `occupation`.

```lean
/-- The Fermi-Dirac occupation of a level whose energy is `x` in units of the temperature. -/
def occupation (x : ℝ) : ℝ := (1 + Real.exp x)⁻¹
```

## From the spectral theorem to the Fermi function

Mathlib's spectral theorem provides the orbitals and levels of a Hermitian matrix.

```lean
/-- Every Hermitian matrix has orthonormal orbitals and real levels. -/
theorem exists_ofOrbitals {A : Matrix L L ℂ} (hA : A.IsHermitian) :
    ∃ (U : Matrix L L ℂ) (e : L → ℝ), Uᴴ * U = 1 ∧ A = ofOrbitals U e := by
  refine ⟨hA.eigenvectorUnitary, hA.eigenvalues, ?_, ?_⟩
  · exact Matrix.mem_unitaryGroup_iff'.mp hA.eigenvectorUnitary.2
  · have h := hA.spectral_theorem
    rw [Unitary.conjStarAlgAut_apply] at h
    exact h
```

Conversely, real levels always give a Hermitian matrix. Surjectivity will need this for the Hamiltonian that it constructs.

```lean
/-- A matrix built from orbitals and real levels is Hermitian. -/
theorem ofOrbitals_isHermitian (U : Matrix L L ℂ) (e : L → ℝ) :
    (ofOrbitals U e).IsHermitian := by
  have hs : star (fun i => Complex.ofReal (e i)) = fun i => Complex.ofReal (e i) := by
    ext i
    simp
  unfold ofOrbitals
  rw [Matrix.IsHermitian, conjTranspose_mul, conjTranspose_mul, conjTranspose_conjTranspose,
    diagonal_conjTranspose, hs, Matrix.mul_assoc]
```

The next lemma multiplies $1+e^h$ by its proposed inverse. `Matrix.exp_conj` moves the exponential past the orbitals and `Matrix.exp_diagonal` applies it to the levels. The step `hdiag` is the scalar identity $(1+e^{x_i})f(x_i)=1$, and the final `calc` cancels $U^\dagger U$ in the middle. Lean assigns a value even to the inverse of a singular matrix, so this product shows that the inverse in `fermiDirac` is a true one.

```lean
/-- If `h` has orthonormal orbitals with levels `x`, then `1 + exp h` is invertible, and its inverse
has the same orbitals with the Fermi-Dirac occupations as levels. -/
theorem one_add_exp_mul_occupation {U : Matrix L L ℂ} (hU : Uᴴ * U = 1) (x : L → ℝ) :
    (1 + NormedSpace.exp (ofOrbitals U x)) * ofOrbitals U (fun i => occupation (x i)) = 1 := by
  have hU' : U * Uᴴ = 1 := mul_eq_one_comm.mp hU
  have hunit : IsUnit U := ⟨⟨U, Uᴴ, hU', hU⟩, rfl⟩
  have hinv : U⁻¹ = Uᴴ := Matrix.inv_eq_left_inv hU
  -- the exponential acts on the levels
  have hexp : NormedSpace.exp (ofOrbitals U x) = U * diagR(fun i => Real.exp (x i)) * Uᴴ := by
    have hd : NormedSpace.exp (fun i => Complex.ofReal (x i))
        = fun i => Complex.ofReal (Real.exp (x i)) := by
      funext i
      refine (NormedSpace.map_exp (Pi.evalRingHom (fun _ : L => ℂ) i) (continuous_apply i)
        (fun j => Complex.ofReal (x j))).trans ?_
      change NormedSpace.exp (Complex.ofReal (x i)) = _
      rw [← Complex.exp_eq_exp_ℂ, Complex.ofReal_exp]
    unfold ofOrbitals
    rw [← hinv, Matrix.exp_conj U _ hunit, Matrix.exp_diagonal, hd]
  -- level by level, the occupation inverts `1 + exp x`
  have hdiag : (1 + diagR(fun i => Real.exp (x i))) * diagR(fun i => occupation (x i))
      = (1 : Matrix L L ℂ) := by
    rw [← Matrix.diagonal_one, Matrix.diagonal_add, Matrix.diagonal_mul_diagonal]
    congr 1
    funext i
    have h0 : (1 + Real.exp (x i)) * occupation (x i) = 1 :=
      mul_inv_cancel₀ (by positivity)
    exact_mod_cast h0
  have hone : 1 + U * diagR(fun i => Real.exp (x i)) * Uᴴ
      = U * (1 + diagR(fun i => Real.exp (x i))) * Uᴴ := by
    rw [Matrix.mul_add, Matrix.add_mul, Matrix.mul_one, hU']
  rw [hexp, hone]
  unfold ofOrbitals
  calc _ = U * (1 + diagR(fun i => Real.exp (x i))) * (Uᴴ * U)
        * diagR(fun i => occupation (x i)) * Uᴴ := by simp only [Matrix.mul_assoc]
    _ = U * ((1 + diagR(fun i => Real.exp (x i))) * diagR(fun i => occupation (x i))) * Uᴴ := by
        rw [hU, Matrix.mul_one]
        simp only [Matrix.mul_assoc]
    _ = 1 := by rw [hdiag, Matrix.mul_one, hU']
```

Restoring the temperature gives the rule that levels $Tx_i$ become occupations $f(x_i)$. The algebra uses only $T\neq0$.

```lean
/-- At temperature `T ≠ 0`, orthonormal orbitals with energies `T x` keep their shape in the
thermal one-body matrix and acquire the occupations `1 / (1 + exp x)`. -/
theorem fermiDirac_ofOrbitals {T : ℝ} (hT : T ≠ 0) {U : Matrix L L ℂ} (hU : Uᴴ * U = 1)
    (x : L → ℝ) :
    fermiDirac T (ofOrbitals U fun i => T * x i) = ofOrbitals U fun i => occupation (x i) := by
  have hs : ((T⁻¹ : ℝ) : ℂ) • (ofOrbitals U fun i => T * x i) = ofOrbitals U x := by
    have hd : ((T⁻¹ : ℝ) : ℂ) • (fun i => Complex.ofReal (T * x i))
        = fun i => Complex.ofReal (x i) := by
      funext i
      change ((T⁻¹ : ℝ) : ℂ) * ((T * x i : ℝ) : ℂ) = _
      rw [← Complex.ofReal_mul, inv_mul_cancel_left₀ hT]
    unfold ofOrbitals
    rw [← Matrix.smul_mul, ← Matrix.mul_smul, ← Matrix.diagonal_smul, hd]
  rw [fermiDirac, hs]
  exact Matrix.inv_eq_right_inv (one_add_exp_mul_occupation hU x)
```

## Positivity read from the levels

The quadratic-form argument appears here as a congruence. Conjugating with the invertible matrix $U$ preserves positive definiteness in both directions, and a diagonal matrix is positive definite exactly when its entries are positive.

```lean
/-- For orthonormal orbitals, a matrix is positive definite exactly if all its levels are
positive. -/
theorem ofOrbitals_posDef_iff {U : Matrix L L ℂ} (hU : Uᴴ * U = 1) (e : L → ℝ) :
    (ofOrbitals U e).PosDef ↔ ∀ i, 0 < e i := by
  have inj : ∀ V W : Matrix L L ℂ, W * V = 1 → Function.Injective V.mulVec := by
    intro V W hWV x y h
    have h' := congrArg W.mulVec h
    rwa [mulVec_mulVec, mulVec_mulVec, hWV, one_mulVec, one_mulVec] at h'
  constructor
  · intro h i
    have h1 := h.conjTranspose_mul_mul_same (inj U Uᴴ hU)
    have h2 : Uᴴ * ofOrbitals U e * U = diagR(e) := by
      calc _ = (Uᴴ * U) * diagR(e) * (Uᴴ * U) := by simp only [ofOrbitals, Matrix.mul_assoc]
        _ = _ := by rw [hU, Matrix.one_mul, Matrix.mul_one]
    rw [h2, Matrix.posDef_diagonal_iff] at h1
    exact Complex.zero_lt_real.mp (h1 i)
  · intro h
    have h0 : (diagR(e) : Matrix L L ℂ).PosDef :=
      Matrix.posDef_diagonal_iff.mpr fun i => Complex.zero_lt_real.mpr (h i)
    have h1 := h0.conjTranspose_mul_mul_same (inj Uᴴ U (mul_eq_one_comm.mp hU))
    rwa [conjTranspose_conjTranspose] at h1
```

Applying this to $\gamma$ and to $1-\gamma$, whose levels are $1-n_i$, gives the strict bounds on the occupations.

```lean
/-- For orthonormal orbitals, `γ` and `1 - γ` are both positive definite exactly if every
occupation lies strictly between 0 and 1. -/
theorem ofOrbitals_mem_thermal_iff {U : Matrix L L ℂ} (hU : Uᴴ * U = 1) (n : L → ℝ) :
    ofOrbitals U n ∈ thermalMatrices L ↔ ∀ i, 0 < n i ∧ n i < 1 := by
  have hsub : 1 - ofOrbitals U n = ofOrbitals U fun i => 1 - n i := by
    have hd : diagR(fun i => 1 - n i) = (1 : Matrix L L ℂ) - diagR(n) := by
      rw [← Matrix.diagonal_one, Matrix.diagonal_sub]
      simp only [Complex.ofReal_sub, Complex.ofReal_one]
    unfold ofOrbitals
    rw [hd, Matrix.mul_sub, Matrix.sub_mul, Matrix.mul_one, mul_eq_one_comm.mp hU]
  change (ofOrbitals U n).PosDef ∧ (1 - ofOrbitals U n).PosDef ↔ _
  rw [hsub, ofOrbitals_posDef_iff hU, ofOrbitals_posDef_iff hU, ← forall_and]
  simp only [sub_pos]
```

## Uniqueness through the overlap matrix

In the next lemma `p` and `q` are the two lists of occupations, and `a` and `b` the corresponding energies. The equation `key` is the relation $p_iS_{ij}=S_{ij}q_j$. The case split on whether $S_{ij}$ vanishes turns it into `key'`, the same relation for energies, and the last `calc` removes the overlap matrix.

```lean
/-- Let one matrix have two orthonormal orbital sets with occupations `p` and `q`. If equal
occupations imply equal energies, the Hamiltonians with energies `a` and `b` coincide. -/
theorem hamiltonian_eq_of_occupations {U V : Matrix L L ℂ} (hU : Uᴴ * U = 1) (hV : Vᴴ * V = 1)
    {p q a b : L → ℝ} (hab : ∀ i j, p i = q j → a i = b j)
    (h : ofOrbitals U p = ofOrbitals V q) : ofOrbitals U a = ofOrbitals V b := by
  unfold ofOrbitals at h ⊢
  -- the overlap matrix intertwines the occupations
  have key : diagR(p) * (Uᴴ * V) = (Uᴴ * V) * diagR(q) := by
    calc _ = (Uᴴ * U) * diagR(p) * (Uᴴ * V) := by rw [hU, Matrix.one_mul]
      _ = Uᴴ * (U * diagR(p) * Uᴴ) * V := by simp only [Matrix.mul_assoc]
      _ = Uᴴ * (V * diagR(q) * Vᴴ) * V := by rw [h]
      _ = (Uᴴ * V) * diagR(q) * (Vᴴ * V) := by simp only [Matrix.mul_assoc]
      _ = _ := by rw [hV, Matrix.mul_one]
  -- hence it also intertwines the energies
  have key' : diagR(a) * (Uᴴ * V) = (Uᴴ * V) * diagR(b) := by
    ext i j
    have e := congrFun (congrFun key i) j
    rw [Matrix.diagonal_mul, Matrix.mul_diagonal] at e ⊢
    by_cases w : (Uᴴ * V) i j = 0
    · rw [w, mul_zero, zero_mul]
    · have hpq : Complex.ofReal (p i) = Complex.ofReal (q j) :=
        mul_right_cancel₀ w (e.trans (mul_comm _ _))
      rw [hab i j (Complex.ofReal_injective hpq), mul_comm]
  calc _ = U * diagR(a) * Uᴴ * (V * Vᴴ) := by rw [mul_eq_one_comm.mp hV, Matrix.mul_one]
    _ = U * (diagR(a) * (Uᴴ * V)) * Vᴴ := by simp only [Matrix.mul_assoc]
    _ = U * ((Uᴴ * V) * diagR(b)) * Vᴴ := by rw [key']
    _ = (U * Uᴴ) * (V * diagR(b) * Vᴴ) := by simp only [Matrix.mul_assoc]
    _ = _ := by rw [mul_eq_one_comm.mp hU, Matrix.one_mul]
```

## The logarithm and the bijection

The explicit inverse is checked level by level: `hs` is the identity $1+(1-n_i)/n_i=1/n_i$.

```lean
/-- The inverse map: for `T ≠ 0` and orthonormal orbitals, the energies `T log ((1 - n) / n)`
produce any prescribed occupations `n` strictly between 0 and 1. -/
theorem fermiDirac_log_levels {T : ℝ} (hT : T ≠ 0) {U : Matrix L L ℂ} (hU : Uᴴ * U = 1)
    {n : L → ℝ} (hn : ∀ i, 0 < n i ∧ n i < 1) :
    fermiDirac T (ofOrbitals U fun i => T * Real.log ((1 - n i) / n i)) = ofOrbitals U n := by
  rw [fermiDirac_ofOrbitals hT hU]
  congr 1
  funext i
  obtain ⟨h0, h1⟩ := hn i
  have hs : 1 + (1 - n i) / n i = (n i)⁻¹ := by
    rw [sub_div, div_self h0.ne', one_div]
    ring
  rw [occupation, Real.exp_log (div_pos (sub_pos.mpr h1) h0), hs, inv_inv]
```

`Set.BijOn` has three parts, proved in order: Hermitian matrices are sent into the target set, no two of them have the same image, and every target matrix is reached. The auxiliary statement `spec` writes each Hamiltonian with energies in units of $T$. The second part combines the overlap lemma with the injectivity of the exponential, and the third uses the logarithmic levels.

```lean
/-- At temperature `T > 0`, `h ↦ (1 + exp (h / T))⁻¹` is a bijection from the Hermitian matrices
onto the matrices `γ` with `γ` and `1 - γ` both positive definite. -/
theorem fermiDirac_bijOn {T : ℝ} (hT : 0 < T) :
    Set.BijOn (fermiDirac T) {h : Matrix L L ℂ | h.IsHermitian} (thermalMatrices L) := by
  -- orbitals, with energies measured in units of the temperature
  have spec : ∀ h : Matrix L L ℂ, h.IsHermitian →
      ∃ (U : Matrix L L ℂ) (x : L → ℝ), Uᴴ * U = 1 ∧ h = ofOrbitals U fun i => T * x i := by
    intro h hh
    obtain ⟨U, e, hU, he⟩ := exists_ofOrbitals hh
    refine ⟨U, fun i => e i / T, hU, ?_⟩
    simp only [mul_div_cancel₀ _ hT.ne', he]
  refine ⟨?_, ?_, ?_⟩
  · intro h hh
    obtain ⟨U, x, hU, rfl⟩ := spec h hh
    rw [fermiDirac_ofOrbitals hT.ne' hU, ofOrbitals_mem_thermal_iff hU]
    intro i
    have hx := Real.exp_pos (x i)
    exact ⟨inv_pos.mpr (by linarith), inv_lt_one_of_one_lt₀ (by linarith)⟩
  · intro h hh k hk heq
    obtain ⟨U, x, hU, rfl⟩ := spec h hh
    obtain ⟨V, y, hV, rfl⟩ := spec k hk
    rw [fermiDirac_ofOrbitals hT.ne' hU, fermiDirac_ofOrbitals hT.ne' hV] at heq
    refine hamiltonian_eq_of_occupations hU hV (fun i j hij => ?_) heq
    unfold occupation at hij
    rw [Real.exp_injective (add_left_cancel (inv_inj.mp hij))]
  · intro γ hγ
    obtain ⟨U, n, hU, rfl⟩ := exists_ofOrbitals hγ.1.isHermitian
    exact ⟨_, ofOrbitals_isHermitian U _,
      fermiDirac_log_levels hT.ne' hU ((ofOrbitals_mem_thermal_iff hU n).mp hγ)⟩
```

The last theorem states existence and uniqueness of the potential together, as `∃!`. Existence takes $v=h-t$. For uniqueness, any other candidate makes $t+v$ a Hermitian matrix with the same image as $h$, so the two are equal. The constant part of `v` is fixed as well, because the chemical potential is included in $t+v$; if $\mu$ is written separately and its value is not known, only the combination $v-\mu$ is determined.

```lean
/-- For `T > 0` and a fixed Hermitian hopping matrix `t`, each `γ` with `γ` and `1 - γ` positive
definite is the thermal one-body matrix of `t + v` for exactly one Hermitian potential `v`. -/
theorem existsUnique_nonlocal_potential {T : ℝ} (hT : 0 < T) {t γ : Matrix L L ℂ}
    (ht : t.IsHermitian) (hγ : γ ∈ thermalMatrices L) :
    ∃! v : Matrix L L ℂ, v.IsHermitian ∧ fermiDirac T (t + v) = γ := by
  obtain ⟨h, hh, hfh⟩ := (fermiDirac_bijOn hT).surjOn hγ
  have hh' : h.IsHermitian := hh
  refine ⟨h - t, ⟨hh'.sub ht, by rw [add_sub_cancel]; exact hfh⟩, ?_⟩
  rintro v ⟨hv, hfv⟩
  have heq : t + v = h := (fermiDirac_bijOn hT).injOn (ht.add hv) hh (hfv.trans hfh.symm)
  rw [← heq, add_sub_cancel_left]

end

end ThermalOneBodyMatrices
```

```lean
#print axioms ThermalOneBodyMatrices.existsUnique_nonlocal_potential
```

```
'ThermalOneBodyMatrices.existsUnique_nonlocal_potential' depends on axioms: [propext, Classical.choice, Quot.sound]
```
